# In the ground state of free electrons on a uniform infinite chain with filling ν per spin, the squared one-spin coherences from a site to all sites on one side sum to (ν − ν²)/2

The theorem `exchange_sum_rule` concerns the ground state of non-interacting electrons on a uniform infinite chain with unit spacing, whose states are filled up to the Fermi wavevector k, with 0 ≤ k ≤ π. For one spin, the density matrix element between sites a distance r ≠ 0 apart is taken to be sin(kr)/(πr), and the filling is ν = k/π. The theorem says that the squares of these elements, summed over r = 1, 2, 3, …, converge to (ν − ν²)/2. The proof writes each sin² as (1 − cos)/2, so that the sum becomes 1/(2π²) times the difference between the series for ζ(2) and a cosine series, which Mathlib evaluates through the second Bernoulli polynomial. It then drops the n = 0 term, and uses `convert` to match the result with the claim.

An attempt in Lean 4 with a fault in it:

```lean
import Mathlib

open Real Filter Topology

namespace ExchangeSumRule

noncomputable section

/-- Density matrix element, per spin, between two sites at separation `r` of an infinite chain
filled up to the Fermi wavevector `k`; at `r = 0` it is the filling `k / π`. -/
def coherence (k : ℝ) (r : ℤ) : ℝ :=
  if r = 0 then k / π else sin (k * r) / (π * r)

/-- The squared coherence at separation `d + 1` is a smooth part plus an oscillation. -/
lemma coherence_sq (k : ℝ) (d : ℕ) : coherence k ((d : ℤ) + 1) ^ 2 =
    (1 - cos (2 * (k * ((d : ℝ) + 1)))) / (2 * π ^ 2 * ((d : ℝ) + 1) ^ 2) := by
  have h : (d : ℤ) + 1 ≠ 0 := by omega
  have hs : sin (k * ((d : ℝ) + 1)) ^ 2 = (1 - cos (2 * (k * ((d : ℝ) + 1)))) / 2 := by
    rw [Real.sin_sq_eq_half_sub]
    ring
  rw [coherence, if_neg h, div_pow]
  push_cast
  rw [hs, div_div]
  congr 1
  ring

/-- Exchange sum rule: for `0 ≤ k ≤ π` the squared coherences to all sites on one side
add up to `(ν - ν²) / 2`, with `ν = k / π`. -/
theorem exchange_sum_rule {k : ℝ} (h0 : 0 ≤ k) (h1 : k ≤ π) :
    HasSum (fun d : ℕ => coherence k ((d : ℤ) + 1) ^ 2) ((k / π - (k / π) ^ 2) / 2) := by
  have hx : k / π ∈ Set.Icc (0 : ℝ) 1 := ⟨by positivity, (div_le_one pi_pos).mpr h1⟩
  have hB : (Polynomial.map (algebraMap ℚ ℝ) (Polynomial.bernoulli 2)).eval (k / π) =
      (k / π) ^ 2 - k / π + 1 / 6 := by
    simp only [Polynomial.bernoulli, Finset.sum_range_succ, Finset.sum_range_zero, zero_add,
      Polynomial.map_add, Polynomial.map_monomial, Polynomial.eval_add, Polynomial.eval_monomial]
    rw [bernoulli_one, bernoulli_eq_bernoulli'_of_ne_one zero_ne_one, bernoulli'_zero,
      bernoulli_eq_bernoulli'_of_ne_one (by decide : (2 : ℕ) ≠ 1), bernoulli'_two]
    norm_num
    ring
  -- the Fourier series of the second Bernoulli polynomial
  have hc : HasSum (fun n : ℕ => 1 / (n : ℝ) ^ 2 * cos (2 * π * n * (k / π)))
      (π ^ 2 * ((k / π) ^ 2 - k / π + 1 / 6)) := by
    have h := hasSum_one_div_nat_pow_mul_cos one_ne_zero hx
    simp only [mul_one] at h
    rw [hB, show Nat.factorial 2 = 2 from rfl] at h
    convert h using 1
    push_cast
    ring
  have hs := (hasSum_nat_add_iff' 1).mpr
    ((hasSum_zeta_two.sub hc).mul_left (1 / (2 * π ^ 2)))
  convert hs using 1
  · funext d
    have e : 2 * π * ((d + 1 : ℕ) : ℝ) * (k / π) = 2 * (k * ((d : ℝ) + 1)) := by
      push_cast
      field_simp
    rw [coherence_sq, e]
    generalize cos (2 * (k * ((d : ℝ) + 1))) = c
    push_cast
    field_simp
  · have z : 1 / ((0 : ℕ) : ℝ) ^ 2 = 0 := by norm_num
    simp only [Finset.sum_range_one, z, zero_mul, sub_self, mul_zero, sub_zero]
    field_simp
    ring

end

end ExchangeSumRule
```

Lean reports:

```
Main.lean:52:4: error: Tactic `apply` failed: could not unify the conclusion of `@funext`
  ?f = ?g
with the goal
  instAddCommMonoid = instAddCommGroup.toAddCommMonoid

Note: The full type of `@funext` is
  ∀ {α : Sort ?u.236} {β : α → Sort ?u.235} {f g : (x : α) → β x}, (∀ (x : α), f x = g x) → f = g

case e'_3
k : ℝ
h0 : 0 ≤ k
h1 : k ≤ π
hx : k / π ∈ Set.Icc 0 1
hB : Polynomial.eval (k / π) (Polynomial.map (algebraMap ℚ ℝ) (Polynomial.bernoulli 2)) = (k / π) ^ 2 - k / π + 1 / 6
hc : HasSum (fun n => 1 / ↑n ^ 2 * cos (2 * π * ↑n * (k / π))) (π ^ 2 * ((k / π) ^ 2 - k / π + 1 / 6))
hs :
  HasSum (fun n => 1 / (2 * π ^ 2) * (1 / ↑(n + 1) ^ 2 - 1 / ↑(n + 1) ^ 2 * cos (2 * π * ↑(n + 1) * (k / π))))
    (1 / (2 * π ^ 2) * (π ^ 2 / 6 - π ^ 2 * ((k / π) ^ 2 - k / π + 1 / 6)) -
      ∑ i ∈ Finset.range 1, 1 / (2 * π ^ 2) * (1 / ↑i ^ 2 - 1 / ↑i ^ 2 * cos (2 * π * ↑i * (k / π))))
⊢ instAddCommMonoid = instAddCommGroup.toAddCommMonoid
Main.lean:61:4: error: `simp` made no progress
Main.lean:30:87: error: unsolved goals
case e'_6
k : ℝ
h0 : 0 ≤ k
h1 : k ≤ π
hx : k / π ∈ Set.Icc 0 1
hB : Polynomial.eval (k / π) (Polynomial.map (algebraMap ℚ ℝ) (Polynomial.bernoulli 2)) = (k / π) ^ 2 - k / π + 1 / 6
hc : HasSum (fun n => 1 / ↑n ^ 2 * cos (2 * π * ↑n * (k / π))) (π ^ 2 * ((k / π) ^ 2 - k / π + 1 / 6))
hs :
  HasSum (fun n => 1 / (2 * π ^ 2) * (1 / ↑(n + 1) ^ 2 - 1 / ↑(n + 1) ^ 2 * cos (2 * π * ↑(n + 1) * (k / π))))
    (1 / (2 * π ^ 2) * (π ^ 2 / 6 - π ^ 2 * ((k / π) ^ 2 - k / π + 1 / 6)) -
      ∑ i ∈ Finset.range 1, 1 / (2 * π ^ 2) * (1 / ↑i ^ 2 - 1 / ↑i ^ 2 * cos (2 * π * ↑i * (k / π))))
⊢ (k / π - (k / π) ^ 2) / 2 =
    1 / (2 * π ^ 2) * (π ^ 2 / 6 - π ^ 2 * ((k / π) ^ 2 - k / π + 1 / 6)) -
      ∑ i ∈ Finset.range 1, 1 / (2 * π ^ 2) * (1 / ↑i ^ 2 - 1 / ↑i ^ 2 * cos (2 * π * ↑i * (k / π)))
```

The repair, with which the file compiles:

```diff
@@ -50,4 +50,5 @@
     ((hasSum_zeta_two.sub hc).mul_left (1 / (2 * π ^ 2)))
   convert hs using 1
+  · rfl
   · funext d
     have e : 2 * π * ((d + 1 : ℕ) : ℝ) * (k / π) = 2 * (k * ((d : ℝ) + 1)) := by
```

What went wrong. `convert hs using 1` leaves three goals, but the proof has bullets for only two. The extra goal comes first and asks that two additive commutative monoid structures on ℝ be equal. The `HasSum` in the theorem uses `instAddCommMonoid`, while the one in `hs`, which comes from a lemma about groups, uses the monoid structure obtained from `instAddCommGroup`. The two are equal by definition, but `convert` doesn't unfold the instances far enough to see it, so it leaves the equation as a goal.

All three errors follow from this. `funext d` meets the equation between structures, which is not one between functions, and fails. The second bullet, written for the value of the sum, gets the equation between the summands instead, where its `simp only` finds nothing to rewrite. The equation between the values is then left with no bullet, and Lean reports it as unsolved.

The added line `· rfl` closes the first goal by unfolding the instances. Each of the old bullets then meets the goal it was written for, and both work unchanged.
